# The thermal state of a spin 1/2 as an up-down mixture and as a six-axis mixture

## Question

Take a spin 1/2 with no polarisation, $\rho = \tfrac12 \mathbb{1}$, and write $P_{\pm a} = (\mathbb{1} \pm \sigma_a)/2$ for the projectors along the axis $a = x, y, z$, where $\sigma_a$ are the Pauli matrices. This $\rho$ equals $\tfrac12 P_{+z} + \tfrac12 P_{-z}$, and it also equals $\tfrac16$ times the sum of all six projectors, because each opposite pair adds up to $\mathbb{1}$. The same matrix therefore describes "half up, half down" and "equally many along each of six directions".

I believe this survives in a field. For real $x$, the state $e^{x\sigma_z}/\operatorname{Tr} e^{x\sigma_z}$ should be $(\mathbb{1} + p\sigma_z)/2$ with $p = \tanh x$, and for $|p| \le 1/3$ it should be both the up-down mixture with weights $(1 \pm p)/2$ and the mixture with weight $1/6$ along $\pm x$, $\pm y$ and $(1 \pm 3p)/6$ along $\pm z$. How would one state and prove this in Lean 4 with Mathlib, and is $1/3$ the exact bound?

## Answer

The claim holds, and for these particular weights $|p| \le 1/3$ is necessary as well as sufficient. In terms of $x$ the condition reads $|x| \le \tfrac12 \ln 2$.

### Modelling choices

Operators are $2 \times 2$ complex matrices, the type `Op`, with rows and columns indexed by 0 and 1. The matrices `σx`, `σy`, `σz` are the Pauli matrices in the usual convention, so index 0 is the state with $\sigma_z = +1$ (up) and index 1 the state with $\sigma_z = -1$ (down). They have eigenvalues $\pm 1$; the spin operators are $I_a = \sigma_a/2$.

The parameter $x$ is a bare real number. For the Zeeman Hamiltonian $H = -\gamma \hbar B_0 I_z$, with gyromagnetic ratio $\gamma$ and a static field $B_0$ along $z$, the Boltzmann factor at temperature $T$ is $e^{-H/k_B T} = e^{x\sigma_z}$ with $x = \gamma \hbar B_0 / (2 k_B T)$, where $k_B$ is Boltzmann's constant. The file starts from $e^{x\sigma_z}$ and contains neither $H$ nor $T$. Negative $x$, as for negative $\gamma$, is allowed. `boltzmann x` is Mathlib's exponential `NormedSpace.exp` applied to the matrix $x\sigma_z$, so its diagonal form is derived and not put in by definition. `thermal x` multiplies it by the inverse of its trace, and `polarised p` is $(\mathbb{1} + p\sigma_z)/2$ for any real $p$.

A pure state is represented by its projector: `IsPure P` says $P^\dagger = P$, $P^2 = P$ and $\operatorname{Tr} P = 1$. `IsSpinAxis σ` says that $\sigma$ is Hermitian, squares to $\mathbb{1}$ and is traceless, and `spinProj σ` is $(\mathbb{1} + \sigma)/2$, so that $P_{-a}$ is obtained by applying it to $-\sigma_a$. No state vectors appear in the file. For orientation, the six projectors belong to the normalised vectors $(1, \pm 1)/\sqrt2$ for $\pm x$, $(1, \pm i)/\sqrt2$ for $\pm y$, and $(1,0)$, $(0,1)$ for $\pm z$.

`IsEnsemble ρ w P`, for $n$ real weights $w_i$ and $n$ matrices $P_i$ with $i = 0, \dots, n-1$, is the conjunction of four statements: every $w_i \ge 0$, $\sum_i w_i = 1$, every $P_i$ is pure, and $\sum_i w_i P_i = \rho$. The $P_i$ need not be orthogonal or distinct, and zero weights are permitted. The up-down ensemble has $n = 2$ in the order $+z, -z$. The six-axis ensemble has $n = 6$ in the order $+x, -x, +y, -y, +z, -z$, so the $z$ weights are $w_4$ and $w_5$.

### Derivation by hand

1. The matrix $x\sigma_z = \operatorname{diag}(x, -x)$ is diagonal, so each power acts entry by entry and $e^{x\sigma_z} = \operatorname{diag}(e^{x}, e^{-x})$.

2. The trace is $e^{x} + e^{-x} = 2\cosh x$, which is positive.

3. With $e^{\pm x} = \cosh x \pm \sinh x$, the populations are
$$\frac{e^{\pm x}}{2\cosh x} = \frac{\cosh x \pm \sinh x}{2 \cosh x} = \frac{1 \pm \tanh x}{2}.$$
Since $(\mathbb{1} + p\sigma_z)/2 = \operatorname{diag}\big(\tfrac{1+p}{2}, \tfrac{1-p}{2}\big)$, the thermal state is $(\mathbb{1} + p\sigma_z)/2$ with $p = \tanh x$.

4. Let $\sigma$ be a spin axis and $P = (\mathbb{1} + \sigma)/2$. Then $P^\dagger = P$ because $\sigma^\dagger = \sigma$; $P^2 = (\mathbb{1} + 2\sigma + \sigma^2)/4 = (2\cdot\mathbb{1} + 2\sigma)/4 = P$; and $\operatorname{Tr} P = (2 + 0)/2 = 1$. The matrix $-\sigma$ has the same three properties as $\sigma$, so $(\mathbb{1} - \sigma)/2$ is pure too. Direct multiplication shows that $\sigma_x$, $\sigma_y$, $\sigma_z$ are spin axes.

5. For every real $p$,
$$\frac{1+p}{2}\,\frac{\mathbb{1}+\sigma_z}{2} + \frac{1-p}{2}\,\frac{\mathbb{1}-\sigma_z}{2} = \frac{2\cdot\mathbb{1} + 2p\,\sigma_z}{4} = \frac{\mathbb{1} + p\sigma_z}{2},$$
and the weights sum to 1. They are nonnegative exactly when $-1 \le p \le 1$.

6. In the six-axis sum, $P_{+x} + P_{-x} = P_{+y} + P_{-y} = \mathbb{1}$, so the four transverse terms give $\tfrac16\mathbb{1} + \tfrac16\mathbb{1} = \tfrac13\mathbb{1}$. The two $z$ terms give
$$\frac{1+3p}{6}\,\frac{\mathbb{1}+\sigma_z}{2} + \frac{1-3p}{6}\,\frac{\mathbb{1}-\sigma_z}{2} = \frac{2\cdot\mathbb{1} + 6p\,\sigma_z}{12} = \frac16\mathbb{1} + \frac{p}{2}\sigma_z.$$
The total is $\tfrac12\mathbb{1} + \tfrac{p}{2}\sigma_z$, and the weights sum to $\tfrac46 + \tfrac26 = 1$, again for every $p$. The $z$ pair carries only one third of the total weight and must supply the whole polarisation, which is the origin of the factor 3. Its weights are nonnegative exactly when $-1/3 \le p \le 1/3$.

7. For real $y$, multiplying by $\cosh y > 0$ and then by $e^{y} > 0$,
$$\tanh y \le \tfrac13 \iff 3(e^{y} - e^{-y}) \le e^{y} + e^{-y} \iff e^{y} \le 2e^{-y} \iff e^{2y} \le 2 \iff y \le \tfrac12\ln 2.$$
Applying this to $y = x$ and to $y = -x$, with $\tanh(-x) = -\tanh x$, gives $|\tanh x| \le \tfrac13 \iff |x| \le \tfrac12 \ln 2$.

8. Finally, $\cosh x - \sinh x = e^{-x} > 0$ and $\cosh x + \sinh x = e^{x} > 0$ give $|\tanh x| \le 1$, so the up-down weights are probabilities for every $x$.

### The Lean file

```lean
import Mathlib

open Matrix

namespace SpinHalfThermalEnsembles

noncomputable section

/-- Operators on the spin-1/2 state space. -/
abbrev Op := Matrix (Fin 2) (Fin 2) ℂ

/-- The Pauli matrix along x. -/
def σx : Op := !![0, 1; 1, 0]

/-- The Pauli matrix along y. -/
def σy : Op := !![0, -Complex.I; Complex.I, 0]

/-- The Pauli matrix along z. -/
def σz : Op := !![1, 0; 0, -1]

/-- The Boltzmann operator `exp (x σz)`. -/
def boltzmann (x : ℝ) : Op := NormedSpace.exp ((x : ℂ) • σz)

/-- The thermal density matrix: the Boltzmann operator divided by its trace. -/
def thermal (x : ℝ) : Op := (boltzmann x).trace⁻¹ • boltzmann x

/-- The matrix `(1 + p σz) / 2` with polarisation `p` along z. -/
def polarised (p : ℝ) : Op := (1 / 2 : ℂ) • (1 + (p : ℂ) • σz)

/-- The operator `(1 + σ) / 2` attached to an axis operator `σ`. -/
def spinProj (σ : Op) : Op := (1 / 2 : ℂ) • (1 + σ)

/-- A spin axis operator is Hermitian, squares to one and is traceless. -/
def IsSpinAxis (σ : Op) : Prop := σᴴ = σ ∧ σ * σ = 1 ∧ σ.trace = 0

/-- A pure state is a Hermitian projector of trace one. -/
def IsPure (P : Op) : Prop := Pᴴ = P ∧ P * P = P ∧ P.trace = 1

/-- `ρ` is the mixture of the pure states `P i` with probabilities `w i`. -/
def IsEnsemble {n : ℕ} (ρ : Op) (w : Fin n → ℝ) (P : Fin n → Op) : Prop :=
  (∀ i, 0 ≤ w i) ∧ ∑ i, w i = 1 ∧ (∀ i, IsPure (P i)) ∧ ∑ i, (w i : ℂ) • P i = ρ

/-- The projectors along +z and -z. -/
def upDownProj : Fin 2 → Op := ![spinProj σz, spinProj (-σz)]

/-- The weights `(1 + p) / 2` and `(1 - p) / 2`. -/
def upDownWeight (p : ℝ) : Fin 2 → ℝ := ![(1 + p) / 2, (1 - p) / 2]

/-- The projectors along +x, -x, +y, -y, +z, -z. -/
def sixProj : Fin 6 → Op :=
  ![spinProj σx, spinProj (-σx), spinProj σy, spinProj (-σy), spinProj σz, spinProj (-σz)]

/-- The weights `1/6` along ±x and ±y, and `(1 ± 3p) / 6` along ±z. -/
def sixWeight (p : ℝ) : Fin 6 → ℝ :=
  ![1 / 6, 1 / 6, 1 / 6, 1 / 6, (1 + 3 * p) / 6, (1 - 3 * p) / 6]

/-- The Boltzmann operator is diagonal with entries `exp x` and `exp (-x)`. -/
theorem boltzmann_eq (x : ℝ) :
    boltzmann x = diagonal ![((Real.exp x : ℝ) : ℂ), ((Real.exp (-x) : ℝ) : ℂ)] := by
  have h : (x : ℂ) • σz = diagonal ![(x : ℂ), -(x : ℂ)] := by
    ext i j
    fin_cases i <;> fin_cases j <;> simp [σz]
  rw [boltzmann, h, Matrix.exp_diagonal]
  congr 1
  funext i
  rw [Pi.coe_exp, ← Complex.exp_eq_exp_ℂ]
  fin_cases i <;> simp

/-- The partition function is `2 cosh x`. -/
theorem trace_boltzmann (x : ℝ) : (boltzmann x).trace = ((2 * Real.cosh x : ℝ) : ℂ) := by
  rw [boltzmann_eq, trace_diagonal, Fin.sum_univ_two, Real.cosh_eq]
  show ((Real.exp x : ℝ) : ℂ) + ((Real.exp (-x) : ℝ) : ℂ) = _
  push_cast
  ring

/-- The thermal state is `(1 + p σz) / 2` with `p = tanh x`. -/
theorem thermal_eq_polarised (x : ℝ) : thermal x = polarised (Real.tanh x) := by
  have hc : Real.cosh x ≠ 0 := (Real.cosh_pos x).ne'
  have hd : ∀ p : ℝ, polarised p
      = diagonal ![(((1 + p) / 2 : ℝ) : ℂ), (((1 - p) / 2 : ℝ) : ℂ)] := by
    intro p
    ext i j
    fin_cases i <;> fin_cases j <;> simp [polarised, σz] <;> ring
  -- the two populations, from exp (± x) = cosh x ± sinh x
  have h1 : (2 * Real.cosh x)⁻¹ * Real.exp x = (1 + Real.tanh x) / 2 := by
    rw [Real.tanh_eq_sinh_div_cosh, ← Real.cosh_add_sinh x]
    field_simp
  have h2 : (2 * Real.cosh x)⁻¹ * Real.exp (-x) = (1 - Real.tanh x) / 2 := by
    rw [Real.tanh_eq_sinh_div_cosh, ← Real.cosh_sub_sinh x]
    field_simp
  rw [thermal, trace_boltzmann, boltzmann_eq, hd, ← h1, ← h2]
  generalize 2 * Real.cosh x = c
  generalize Real.exp x = a
  generalize Real.exp (-x) = b
  ext i j
  fin_cases i <;> fin_cases j <;> simp

/-- The three Pauli matrices are spin axis operators. -/
theorem isSpinAxis_witness : IsSpinAxis σx ∧ IsSpinAxis σy ∧ IsSpinAxis σz := by
  refine ⟨⟨?_, ?_, ?_⟩, ⟨?_, ?_, ?_⟩, ⟨?_, ?_, ?_⟩⟩
  all_goals first
    | (ext i j
       fin_cases i <;> fin_cases j <;>
         simp [σx, σy, σz, conjTranspose_apply, Matrix.mul_apply, Fin.sum_univ_two])
    | simp [σx, σy, σz, trace_fin_two]

/-- For a spin axis operator `σ`, both `(1 + σ) / 2` and `(1 - σ) / 2` are pure states. -/
theorem spinProj_pure {σ : Op} (h : IsSpinAxis σ) :
    IsPure (spinProj σ) ∧ IsPure (spinProj (-σ)) := by
  have key : ∀ τ : Op, IsSpinAxis τ → IsPure (spinProj τ) := by
    rintro τ ⟨h1, h2, h3⟩
    refine ⟨?_, ?_, ?_⟩
    · simp [spinProj, conjTranspose_smul, conjTranspose_add, h1]
    · simp only [spinProj, smul_mul_assoc, mul_smul_comm, add_mul, mul_add, one_mul,
        mul_one, h2]
      module
    · simp [spinProj, trace_smul, trace_add, h3]
  refine ⟨key σ h, key (-σ) ⟨?_, ?_, ?_⟩⟩
  · rw [conjTranspose_neg, h.1]
  · rw [neg_mul_neg, h.2.1]
  · rw [trace_neg, h.2.2, neg_zero]

/-- `(1 + p σz) / 2` is the up-down mixture with probabilities `(1 ± p) / 2`
exactly when `|p| ≤ 1`. -/
theorem upDown_ensemble_iff (p : ℝ) :
    IsEnsemble (polarised p) (upDownWeight p) upDownProj ↔ |p| ≤ 1 := by
  rw [abs_le]
  constructor
  · intro h
    have h0 : 0 ≤ (1 + p) / 2 := h.1 0
    have h1 : 0 ≤ (1 - p) / 2 := h.1 1
    constructor <;> linarith
  · rintro ⟨hl, hu⟩
    have h0 : 0 ≤ (1 + p) / 2 := by linarith
    have h1 : 0 ≤ (1 - p) / 2 := by linarith
    have hz := spinProj_pure isSpinAxis_witness.2.2
    refine ⟨fun i => ?_, ?_, fun i => ?_, ?_⟩
    · fin_cases i
      exacts [h0, h1]
    · simp only [upDownWeight, Fin.sum_univ_succ, Fin.sum_univ_zero, cons_val_zero,
        cons_val_succ]
      ring
    · fin_cases i
      exacts [hz.1, hz.2]
    · simp only [upDownWeight, upDownProj, spinProj, polarised, Fin.sum_univ_succ,
        Fin.sum_univ_zero, cons_val_zero, cons_val_succ]
      push_cast
      module

/-- `(1 + p σz) / 2` is the mixture of the six axis projectors with probabilities `1/6` along
±x, ±y and `(1 ± 3p) / 6` along ±z exactly when `|p| ≤ 1/3`. -/
theorem six_ensemble_iff (p : ℝ) :
    IsEnsemble (polarised p) (sixWeight p) sixProj ↔ |p| ≤ 1 / 3 := by
  rw [abs_le]
  constructor
  · intro h
    -- the two z weights must be nonnegative
    have h4 : 0 ≤ (1 + 3 * p) / 6 := h.1 4
    have h5 : 0 ≤ (1 - 3 * p) / 6 := h.1 5
    constructor <;> linarith
  · rintro ⟨hl, hu⟩
    have h0 : (0 : ℝ) ≤ 1 / 6 := by norm_num
    have h4 : 0 ≤ (1 + 3 * p) / 6 := by linarith
    have h5 : 0 ≤ (1 - 3 * p) / 6 := by linarith
    have hx := spinProj_pure isSpinAxis_witness.1
    have hy := spinProj_pure isSpinAxis_witness.2.1
    have hz := spinProj_pure isSpinAxis_witness.2.2
    refine ⟨fun i => ?_, ?_, fun i => ?_, ?_⟩
    · fin_cases i
      exacts [h0, h0, h0, h0, h4, h5]
    · simp only [sixWeight, Fin.sum_univ_succ, Fin.sum_univ_zero, cons_val_zero,
        cons_val_succ]
      ring
    · fin_cases i
      exacts [hx.1, hx.2, hy.1, hy.2, hz.1, hz.2]
    · -- the transverse components cancel pairwise
      simp only [sixWeight, sixProj, spinProj, polarised, Fin.sum_univ_succ,
        Fin.sum_univ_zero, cons_val_zero, cons_val_succ]
      push_cast
      module

/-- The polarisation `tanh x` is at most `1/3` in magnitude exactly when
`|x| ≤ (log 2) / 2`. -/
theorem abs_tanh_le_third_iff (x : ℝ) : |Real.tanh x| ≤ 1 / 3 ↔ |x| ≤ Real.log 2 / 2 := by
  have key : ∀ y : ℝ, Real.tanh y ≤ 1 / 3 ↔ y ≤ Real.log 2 / 2 := by
    intro y
    have e : Real.exp (2 * y) * Real.exp (-y) = Real.exp y := by
      rw [← Real.exp_add]
      congr 1
      ring
    have k : y ≤ Real.log 2 / 2 ↔ Real.exp (2 * y) ≤ 2 := by
      rw [← Real.le_log_iff_exp_le (by norm_num)]
      constructor <;> intro h <;> linarith
    have hb := Real.exp_pos (-y)
    rw [k, Real.tanh_eq_sinh_div_cosh, div_le_iff₀ (Real.cosh_pos y), Real.sinh_eq,
      Real.cosh_eq]
    constructor
    · intro h
      by_contra hn
      nlinarith [mul_pos (sub_pos.2 (not_le.1 hn)) hb]
    · intro h
      nlinarith [mul_nonneg (sub_nonneg.2 h) hb.le]
  have hneg := key (-x)
  rw [Real.tanh_neg] at hneg
  rw [abs_le', abs_le', key, hneg]

/-- With `p = tanh x`, the thermal state is `(1 + p σz) / 2` and is the up-down mixture for every
`x`; it is the six-axis mixture exactly when `|p| ≤ 1/3`, and exactly when `|x| ≤ (log 2) / 2`. -/
theorem thermal_ensembles (x : ℝ) :
    thermal x = polarised (Real.tanh x) ∧
    IsEnsemble (thermal x) (upDownWeight (Real.tanh x)) upDownProj ∧
    (IsEnsemble (thermal x) (sixWeight (Real.tanh x)) sixProj ↔ |Real.tanh x| ≤ 1 / 3) ∧
    (IsEnsemble (thermal x) (sixWeight (Real.tanh x)) sixProj ↔ |x| ≤ Real.log 2 / 2) := by
  have h1 : |Real.tanh x| ≤ 1 := by
    have ha := Real.exp_pos x
    have hb := Real.exp_pos (-x)
    rw [Real.tanh_eq_sinh_div_cosh, abs_div, abs_of_pos (Real.cosh_pos x),
      div_le_one (Real.cosh_pos x), abs_le, Real.sinh_eq, Real.cosh_eq]
    constructor <;> linarith
  rw [thermal_eq_polarised]
  exact ⟨rfl, (upDown_ensemble_iff _).2 h1, six_ensemble_iff _,
    (six_ensemble_iff _).trans (abs_tanh_le_third_iff x)⟩

end

end SpinHalfThermalEnsembles
```

```lean
#print axioms SpinHalfThermalEnsembles.thermal_ensembles
```

```
'SpinHalfThermalEnsembles.thermal_ensembles' depends on axioms: [propext, Classical.choice, Quot.sound]
```

### Remarks

**The statement in words.** `thermal_ensembles` takes a real $x$ and no hypothesis, and asserts four things with $p = \tanh x$. The thermal matrix equals $(\mathbb{1} + p\sigma_z)/2$. It is the ensemble of $P_{+z}$, $P_{-z}$ with weights $(1 \pm p)/2$. It is the six-axis ensemble with the weights `sixWeight (Real.tanh x)` if and only if $|p| \le 1/3$, and if and only if $|x| \le \tfrac12\ln 2$, where `Real.log` is the natural logarithm. The two theorems `upDown_ensemble_iff` and `six_ensemble_iff` concern `polarised p` for arbitrary real $p$, thermal or not, with the bounds $|p| \le 1$ and $|p| \le 1/3$.

The equivalences refer to the fixed weight lists. They say that the transverse weights $1/6$ with $z$ weights $(1 \pm 3p)/6$ fail beyond $1/3$; they don't say that the six projectors admit no other weights there, and indeed zero transverse weights reduce the six-term sum to the up-down mixture. The Lean file states nothing about uniqueness of decompositions, about mixtures over all directions on the sphere, about spins above 1/2, or about time evolution. For NMR, where a signal is an expectation value $\operatorname{Tr}(\rho A)$ of an observable $A$, the result means that for a single non-interacting spin 1/2 in a static field with $|x| \le \tfrac12\ln 2$ the equilibrium density matrix does not single out the picture of spins pointing either up or down. A larger finite $|x|$ does not single it out either; only the transverse weight $1/6$ becomes too large. With weight $t$ along each of $\pm x$, $\pm y$ and $(1 - 4t \pm p)/2$ along $\pm z$, the sum of step 6 again gives $(\mathbb{1} + p\sigma_z)/2$, and all weights are nonnegative for $0 \le t \le (1 - |p|)/4$, a range that contains positive $t$ because $|\tanh x| < 1$. This extension is a hand calculation and is not in the Lean file.

**The proof against the steps.** `boltzmann_eq` is step 1: `h` checks $x\sigma_z = \operatorname{diag}(x, -x)$ entry by entry, `Matrix.exp_diagonal` moves the exponential onto the diagonal entries, and `Pi.coe_exp` with `Complex.exp_eq_exp_ℂ` identifies each entry with the ordinary exponential. `trace_boltzmann` is step 2. In `thermal_eq_polarised`, `hd` is the diagonal form of $(\mathbb{1} + p\sigma_z)/2$, and `h1`, `h2` are the two populations of step 3, obtained by writing $e^{\pm x}$ as $\cosh x \pm \sinh x$ and clearing denominators with `hc`, the nonvanishing of $\cosh x$. The trace is thus a nonzero number, and its inverse in `thermal` is a true reciprocal.

Step 4 is split between `isSpinAxis_witness`, which verifies the nine properties of the three Pauli matrices on their entries, and `spinProj_pure`. There the inner claim `key` proves purity for any spin axis: the product is expanded, $\sigma^2 = \mathbb{1}$ is substituted through `h2`, and `module` compares coefficients of $\mathbb{1}$ and $\sigma$. It is then applied to $\sigma$ and to $-\sigma$.

`upDown_ensemble_iff` and `six_ensemble_iff` are steps 5 and 6 and share one shape. The forward direction uses only the nonnegativity clause at the relevant indices, `h.1 0` and `h.1 1` in the first case, `h.1 4` and `h.1 5` in the second, and `linarith` turns these into the bound on $p$. The backward direction supplies the four clauses in turn. The last clause is closed by `module` with the Pauli matrices left unexpanded, which matches the fact that the cancellation of the transverse terms uses only $\sigma - \sigma = 0$.

In `abs_tanh_le_third_iff`, `key` is the one-sided chain of step 7. Inside it, `k` is the last equivalence, `div_le_iff₀` clears $\cosh y$, and the passage between $e^{y} \le 2e^{-y}$ and $e^{2y} \le 2$ is done by `nlinarith` from the identity `e`, $e^{2y}e^{-y} = e^{y}$, and the positivity of $e^{-y}$. `Real.tanh_neg` gives the other side. The main theorem proves step 8 as its `h1`, rewrites the thermal state by `thermal_eq_polarised`, and chains the equivalences.

**When a condition fails.** Take $p = 1/2$, reached at $x = \tfrac12\ln 3$. The state is $\operatorname{diag}(3/4, 1/4)$ and the up-down weights are $3/4$ and $1/4$. The six-axis weights are $1/6$ four times, $5/12$ and $-1/12$. They still sum to 1 and still reproduce the matrix, but the weight along $-z$ is negative, so the sum is a linear identity and not a mixture. For `spinProj_pure`, remove the requirement that $\sigma$ be traceless and take $\sigma = \mathbb{1}$, which is Hermitian and squares to $\mathbb{1}$: the two operators $(\mathbb{1} \pm \sigma)/2$ are $\mathbb{1}$ and $0$, with traces 2 and 0, and neither is pure.

**Limiting cases.** At $x = 0$ one has $p = 0$, the weights are $1/2, 1/2$ and six times $1/6$, which is the unpolarised example of the question. At the boundary $x = \tfrac12\ln 2$ the population ratio is $e^{2x} = 2$, so $p = 1/3$ and the populations are $2/3$ and $1/3$. The six-axis weights are then $1/6$ four times, $1/3$ along $+z$ and $0$ along $-z$, and the non-strict inequalities in `IsEnsemble` include this point. There the whole down population comes from the transverse projectors, each of which has diagonal entries $1/2$: $4 \cdot \tfrac16 \cdot \tfrac12 = \tfrac13$.
